# The Hylleraas–Kirkwood lower bound on the static polarizability

The static polarizability is an overlap $2\langle\varphi,v\rangle$ between the first-order response $\varphi$ of a wave function to a field and the source $v$ of that response. The exact $\varphi$ is seldom known. If an approximation $\chi$ is inserted in its place, the number $2\langle\chi,v\rangle$ has an error linear in $\chi-\varphi$ and of either sign, and doubling $\chi$ doubles the answer. Nothing then tells whether an estimate is too high or too low, or which of two estimates is better. For a system in its ground state, the Hylleraas functional replaces this estimate by one whose error is quadratic in $\chi-\varphi$ and has a fixed sign.

## Physical setting

Let $H$ be a real Hamiltonian with normalised ground state $\psi_0$ and energy $E_0$. A static field of strength $F$ adds $-F\mu$, where $\mu$ is the dipole component along the field, with mean $\bar\mu=\langle\psi_0,\mu\psi_0\rangle$. Write the perturbed state as $\psi_0+F\varphi+\dots$ and the energy as $E_0-\bar\mu F-\tfrac12\alpha F^2+\dots$, which defines the polarizability $\alpha$. First order in $F$ gives the response equation
$$M\varphi=v,\qquad M=H-E_0,\qquad v=(\mu-\bar\mu)\psi_0 .$$
Second order, projected on $\psi_0$, gives the coefficient $-\langle\varphi,v\rangle$ of $F^2$, so $\alpha=2\langle\varphi,v\rangle$. The operator $M$ is symmetric, it satisfies $\langle x,Mx\rangle\ge0$ because $E_0$ is the lowest energy, and it has a kernel containing $\psi_0$.

For a static field and an exact ground state, the result below means that the estimates $2J(\chi)$ and (when $\langle\chi,M\chi\rangle>0$) $K(\chi)$ defined next, built from any trial response function $\chi$ on which $M$ can act and which, for several electrons, is antisymmetric under exchange as $\psi_0$ is, never exceed the diagonal polarizability component along the field. The plain estimate $2\langle\chi,v\rangle$ obeys no such bound.

## Statement

Let $E$ be a real inner-product space, $M$ a symmetric linear map on $E$ with $\langle x,Mx\rangle\ge0$ for all $x$, and $M\varphi=v$. For $\chi\in E$ define
$$J(\chi)=2\langle\chi,v\rangle-\langle\chi,M\chi\rangle,\qquad K(\chi)=\frac{2\langle\chi,v\rangle^2}{\langle\chi,M\chi\rangle},\qquad \alpha=2\langle\varphi,v\rangle .$$

1. Every $\chi$ obeys $J(\chi)\le\langle\varphi,v\rangle$, with equality exactly when $M(\chi-\varphi)=0$.
2. If $\langle\chi,M\chi\rangle>0$, then $K(\chi)\le\alpha$, with equality exactly when $M(c\chi-\varphi)=0$ for some real $c$.
3. If $\langle\chi,v\rangle=1$ and $\langle\chi,M\chi\rangle=\tfrac12$, then $\alpha\ge4$.

## Derivation

*The gap.* Expand the quadratic form in the error:
$$\langle\chi-\varphi,M(\chi-\varphi)\rangle=\langle\chi,M\chi\rangle-\langle\chi,M\varphi\rangle-\langle\varphi,M\chi\rangle+\langle\varphi,M\varphi\rangle .$$
Symmetry gives $\langle\varphi,M\chi\rangle=\langle\chi,M\varphi\rangle=\langle\chi,v\rangle$, and the last term is $\langle\varphi,v\rangle$. The right side is therefore $\langle\varphi,v\rangle-J(\chi)$, and the left side is nonnegative.

*Where the form vanishes.* Suppose $\langle x,Mx\rangle=0$. For any $y$ and real $t$,
$$0\le\langle x+ty,M(x+ty)\rangle=\langle y,My\rangle\,t^2+2\langle y,Mx\rangle\,t .$$
A polynomial $at^2+bt$ that is never negative has discriminant $b^2\le0$, so $\langle y,Mx\rangle=0$. Taking $y=Mx$ gives $Mx=0$. The converse is immediate. With $x=\chi-\varphi$ this completes claim 1.

*Independence of the solution.* If also $M\varphi'=v$, then $\langle\varphi,v\rangle=\langle\varphi,M\varphi'\rangle=\langle\varphi',M\varphi\rangle=\langle\varphi',v\rangle$. Adding a multiple of $\psi_0$ to $\varphi$ leaves $\alpha$ unchanged.

*Optimal scaling.* Put $p=\langle\chi,v\rangle$ and $q=\langle\chi,M\chi\rangle>0$. Then $J(c\chi)=2cp-c^2q$ and
$$K(\chi)-2J(c\chi)=\frac{2p^2}{q}-4cp+2c^2q=\frac{2\,(p-cq)^2}{q}\ge0,$$
with equality at $c_*=p/q$. Claim 1 for $c_*\chi$ gives $K(\chi)=2J(c_*\chi)\le\alpha$. If $K(\chi)=\alpha$, the equality case of claim 1 gives $M(c_*\chi-\varphi)=0$. Conversely, if $M(c\chi-\varphi)=0$ for some $c$, then $\alpha=2J(c\chi)\le K(\chi)\le\alpha$. This is claim 2, and $p=1$, $q=\tfrac12$ give $K=4$.

*Hydrogen.* In atomic units $H=-\tfrac12\nabla^2-1/r$, $E_0=-\tfrac12$, $\psi_0=e^{-r}/\sqrt\pi$ and $\bar\mu=0$. Take $v=z\psi_0$; the sign of $v$ drops out of $\alpha$. For a function $u$ of position, $(H-E_0)(u\psi_0)=\psi_0\,(-\tfrac12\nabla^2u+\partial_ru)$. With $u=f(r)\,z$ one has $\nabla^2u=z\,(f''+4f'/r)$ and $\partial_ru=z\,(f'+f/r)$, so $M$ acts on the radial factor as
$$Lf=-\tfrac12f''+\Bigl(1-\frac2r\Bigr)f'+\frac fr .$$
The angular average of $z^2$ is $r^2/3$, so the overlap of $fz\psi_0$ and $gz\psi_0$ is
$$(f,g)=\tfrac43\int_0^\infty r^4e^{-2r}f g\,dr .$$
The source $v$ has radial factor $1$. The moments $I_n=\int_0^\infty r^ne^{-2r}dr=n!/2^{n+1}$ are $I_3=\tfrac38$, $I_4=\tfrac34$, $I_5=\tfrac{15}8$. For the trial function $\chi=v$, $(1,1)=\tfrac43I_4=1$, and $L1=1/r$ gives $(1,L1)=\tfrac43I_3=\tfrac12$. For $f=1+r/2$, $Lf=\tfrac12-\tfrac1r+\tfrac1r+\tfrac12=1$, and $2(f,1)=\tfrac83\,(I_4+\tfrac12I_5)=\tfrac92$. The trial value $4$ lies below $\tfrac92$.

## What the formal version assumes

The type `E` is a real inner-product space of any dimension, with no completeness assumed. The operator is `M : E →ₗ[ℝ] E`, a linear map that need not be bounded but is defined on all of `E` with values in `E`. For a Hamiltonian, `E` can be read as a space of functions that $H$ maps into itself, if such a space containing $\varphi$ and $\chi$ exists. For hydrogen it does not: $L1=1/r$ and $L(1/r)=1/r^3$, and $z\psi_0/r^3$ is not square-integrable. Alternatively, `E` can be read as a finite-dimensional subspace of the domain of $H$ containing $\varphi$, $\chi$ and $v$, with `M` the operator $H-E_0$ followed by the orthogonal projection onto that subspace. This keeps symmetry, positivity, $M\varphi=v$ and the value of $\langle\chi,M\chi\rangle$. Neither reading is formalised. The definitions `hylleraas`, `kirkwood` and `polarizability` are $J$, $K$ and $\alpha$. The hypotheses `hM`, `hpos` and `hφ` are symmetry, positive semidefiniteness and the response equation, and `hq` is $\langle\chi,M\chi\rangle>0$.

The existence of $\varphi$ is assumed, and positivity is assumed where physics would derive it from the ground-state property. The formula $\alpha=2\langle\varphi,v\rangle$ is a definition: the expansion in $F$ is not formalised, and $v$ is an arbitrary vector in the range of $M$. Complex wave functions, off-diagonal tensor components and frequency dependence are not covered.

The hydrogen part takes `radialInner` and `radialOp`, the pairing $(f,g)$ and the operator $L$, as definitions; the reduction from three dimensions is not formalised. No inner-product space of radial functions is built, and symmetry and positivity of $L$ are not proved. Hence `hydrogen_values` states four computed facts, and `four_le_polarizability` is never applied to the atom. The file meets all the hypotheses in a model with the same numbers, whose two states both stand for excited states; the ground state is left out, so $M$ is invertible. On $\mathbb R^2$, with components $x_0,x_1$, take
$$M=\begin{pmatrix}1/2&-1/4\\-1/4&9/8\end{pmatrix},\qquad \varphi=(9/4,\,1/2),\qquad \chi=v=(1,0).$$
Here $\langle\chi,v\rangle=1$, $\langle\chi,M\chi\rangle=\tfrac12$ and $\alpha=\tfrac92$.

Two examples on $\mathbb R^2$, worked on paper and absent from the file, show what the hypotheses on $M$ do. Without positivity, take $M=\mathrm{diag}(1,-1)$ and $\varphi=(1,1)$, so $v=(1,-1)$ and $\alpha=0$. The trial vector $\chi=(1,0)$ has $J=1>0$ and $K=2>0$, and both bounds fail. A negative eigenvalue of this kind appears when $E_0$ belongs to an excited state. Without symmetry, take $M(x_0,x_1)=(x_0+x_1,\;x_1-x_0)$, for which $\langle x,Mx\rangle=x_0^2+x_1^2\ge0$. With $\varphi=(1,0)$ one has $v=(1,-1)$, $\langle\varphi,v\rangle=1$ and $\alpha=2$, while $\chi=v$ gives $J=2$ and $K=4$.

## The file

```lean
import Mathlib

open scoped InnerProductSpace
open MeasureTheory

namespace HylleraasKirkwood

noncomputable section

variable {E : Type*} [NormedAddCommGroup E] [InnerProductSpace ℝ E]

/-- The Hylleraas functional `2⟪χ,v⟫ - ⟪χ,Mχ⟫` of a trial first-order function `χ`. -/
def hylleraas (M : E →ₗ[ℝ] E) (v χ : E) : ℝ := 2 * ⟪χ, v⟫_ℝ - ⟪χ, M χ⟫_ℝ

/-- The polarizability `2⟪φ,v⟫` built from the first-order response `φ`. -/
def polarizability (φ v : E) : ℝ := 2 * ⟪φ, v⟫_ℝ

/-- The Kirkwood estimate `2⟪χ,v⟫² / ⟪χ,Mχ⟫` of the polarizability. -/
def kirkwood (M : E →ₗ[ℝ] E) (v χ : E) : ℝ := 2 * ⟪χ, v⟫_ℝ ^ 2 / ⟪χ, M χ⟫_ℝ

/-- For symmetric `M` and `Mφ = v`, the Hylleraas functional falls short of `⟪φ,v⟫` by the
quadratic form of `M` in the error `χ - φ`. -/
theorem hylleraas_gap {M : E →ₗ[ℝ] E} (hM : M.IsSymmetric) {φ v : E} (hφ : M φ = v) (χ : E) :
    ⟪φ, v⟫_ℝ - hylleraas M v χ = ⟪χ - φ, M (χ - φ)⟫_ℝ := by
  have hs : ⟪φ, M χ⟫_ℝ = ⟪χ, M φ⟫_ℝ := (hM φ χ).symm.trans (real_inner_comm _ _)
  subst hφ
  simp only [hylleraas, map_sub, inner_sub_left, inner_sub_right, hs]
  ring

/-- The quadratic form of a symmetric positive semidefinite operator vanishes exactly on its
kernel. -/
theorem form_eq_zero_iff {M : E →ₗ[ℝ] E} (hM : M.IsSymmetric) (hpos : ∀ x, 0 ≤ ⟪x, M x⟫_ℝ)
    (x : E) : ⟪x, M x⟫_ℝ = 0 ↔ M x = 0 := by
  constructor
  · intro h0
    have horth : ∀ y, ⟪y, M x⟫_ℝ = 0 := by
      intro y
      have hs : ⟪x, M y⟫_ℝ = ⟪y, M x⟫_ℝ := (hM x y).symm.trans (real_inner_comm _ _)
      -- the form along the line `x + t y` is a nonnegative parabola through the origin
      have hq : ∀ t : ℝ, 0 ≤ ⟪y, M y⟫_ℝ * (t * t) + 2 * ⟪y, M x⟫_ℝ * t + 0 := by
        intro t
        have h := hpos (x + t • y)
        simp only [map_add, map_smul, inner_add_left, inner_add_right, real_inner_smul_left,
          real_inner_smul_right, hs, h0] at h
        linarith
      have hd := discrim_le_zero hq
      unfold discrim at hd
      have hsq : ⟪y, M x⟫_ℝ ^ 2 = 0 := le_antisymm (by nlinarith) (sq_nonneg _)
      exact (pow_eq_zero_iff two_ne_zero).mp hsq
    exact (inner_self_eq_zero (𝕜 := ℝ)).mp (horth (M x))
  · intro h
    rw [h, inner_zero_right]

/-- Hylleraas variational principle: every trial function gives at most `⟪φ,v⟫`, with equality
exactly when `χ - φ` lies in the kernel of `M`. -/
theorem hylleraas_bound {M : E →ₗ[ℝ] E} (hM : M.IsSymmetric) (hpos : ∀ x, 0 ≤ ⟪x, M x⟫_ℝ)
    {φ v : E} (hφ : M φ = v) (χ : E) :
    hylleraas M v χ ≤ ⟪φ, v⟫_ℝ ∧ (hylleraas M v χ = ⟪φ, v⟫_ℝ ↔ M (χ - φ) = 0) := by
  have hg := hylleraas_gap hM hφ χ
  refine ⟨by linarith [hpos (χ - φ)], ?_⟩
  rw [← form_eq_zero_iff hM hpos]
  constructor <;> intro h <;> linarith

/-- Two solutions of the response equation `Mφ = v` give the same polarizability. -/
theorem polarizability_unique {M : E →ₗ[ℝ] E} (hM : M.IsSymmetric) {φ φ' v : E}
    (hφ : M φ = v) (hφ' : M φ' = v) : polarizability φ v = polarizability φ' v := by
  have hs : ⟪φ, M φ'⟫_ℝ = ⟪φ', M φ⟫_ℝ := (hM φ φ').symm.trans (real_inner_comm _ _)
  rw [hφ, hφ'] at hs
  simp only [polarizability, hs]

/-- Over all rescalings `cχ` of a trial function with `⟪χ,Mχ⟫ > 0`, twice the Hylleraas
functional is at most the Kirkwood estimate and reaches it at `c = ⟪χ,v⟫ / ⟪χ,Mχ⟫`. -/
theorem optimal_scaling (M : E →ₗ[ℝ] E) (v χ : E) (hq : 0 < ⟪χ, M χ⟫_ℝ) :
    (∀ c : ℝ, 2 * hylleraas M v (c • χ) ≤ kirkwood M v χ) ∧
      2 * hylleraas M v ((⟪χ, v⟫_ℝ / ⟪χ, M χ⟫_ℝ) • χ) = kirkwood M v χ := by
  have hJ : ∀ c : ℝ, hylleraas M v (c • χ) = 2 * c * ⟪χ, v⟫_ℝ - c ^ 2 * ⟪χ, M χ⟫_ℝ := by
    intro c
    simp only [hylleraas, map_smul, real_inner_smul_left, real_inner_smul_right]
    ring
  constructor
  · intro c
    rw [hJ, kirkwood, le_div_iff₀ hq]
    nlinarith [sq_nonneg (⟪χ, v⟫_ℝ - c * ⟪χ, M χ⟫_ℝ)]
  · have hne := hq.ne'
    rw [hJ, kirkwood]
    field_simp
    ring

/-- Kirkwood lower bound: for `⟪χ,Mχ⟫ > 0` the Kirkwood estimate is at most the polarizability,
with equality exactly when some multiple of `χ` differs from `φ` by a kernel vector of `M`. -/
theorem kirkwood_bound {M : E →ₗ[ℝ] E} (hM : M.IsSymmetric) (hpos : ∀ x, 0 ≤ ⟪x, M x⟫_ℝ)
    {φ v : E} (hφ : M φ = v) (χ : E) (hq : 0 < ⟪χ, M χ⟫_ℝ) :
    kirkwood M v χ ≤ polarizability φ v ∧
      (kirkwood M v χ = polarizability φ v ↔ ∃ c : ℝ, M (c • χ - φ) = 0) := by
  obtain ⟨hle, heq⟩ := optimal_scaling M v χ hq
  -- the Hylleraas bound for the optimally scaled trial function
  obtain ⟨hb, hb'⟩ := hylleraas_bound hM hpos hφ ((⟪χ, v⟫_ℝ / ⟪χ, M χ⟫_ℝ) • χ)
  unfold polarizability
  refine ⟨by linarith, fun h => ⟨_, hb'.mp (by linarith)⟩, ?_⟩
  rintro ⟨c, hc⟩
  have h1 := (hylleraas_bound hM hpos hφ (c • χ)).2.mpr hc
  have h2 := hle c
  linarith

/-- A trial function with `⟪χ,v⟫ = 1` and `⟪χ,Mχ⟫ = 1/2` bounds the polarizability below
by `4`. -/
theorem four_le_polarizability {M : E →ₗ[ℝ] E} (hM : M.IsSymmetric)
    (hpos : ∀ x, 0 ≤ ⟪x, M x⟫_ℝ) {φ v : E} (hφ : M φ = v) (χ : E)
    (h1 : ⟪χ, v⟫_ℝ = 1) (h2 : ⟪χ, M χ⟫_ℝ = 1 / 2) : 4 ≤ polarizability φ v := by
  have h := (kirkwood_bound hM hpos hφ χ (by rw [h2]; norm_num)).1
  rw [kirkwood, h1, h2] at h
  norm_num at h
  exact h

/-- A two-state excitation operator with matrix `[[1/2, -1/4], [-1/4, 9/8]]`. -/
def modelOp : EuclideanSpace ℝ (Fin 2) →ₗ[ℝ] EuclideanSpace ℝ (Fin 2) where
  toFun x := !₂[x 0 / 2 - x 1 / 4, 9 / 8 * x 1 - x 0 / 4]
  map_add' x y := by ext i; fin_cases i <;> simp <;> ring
  map_smul' c x := by ext i; fin_cases i <;> simp <;> ring

/-- The two-state operator is symmetric and positive semidefinite, `φ = (9/4, 1/2)` solves
`Mφ = v` for `v = (1, 0)`, `χ = v` has the values `1` and `1/2`, and the polarizability is `9/2`. -/
theorem kirkwood_bound_witness :
    modelOp.IsSymmetric ∧ (∀ x, 0 ≤ ⟪x, modelOp x⟫_ℝ) ∧
      modelOp !₂[9 / 4, 1 / 2] = !₂[1, 0] ∧
      ⟪(!₂[1, 0] : EuclideanSpace ℝ (Fin 2)), !₂[1, 0]⟫_ℝ = 1 ∧
      ⟪!₂[1, 0], modelOp !₂[1, 0]⟫_ℝ = 1 / 2 ∧
      polarizability (!₂[9 / 4, 1 / 2] : EuclideanSpace ℝ (Fin 2)) !₂[1, 0] = 9 / 2 := by
  have hin : ∀ x y : EuclideanSpace ℝ (Fin 2), ⟪x, y⟫_ℝ = x 0 * y 0 + x 1 * y 1 := by
    intro x y
    simp [PiLp.inner_apply, Fin.sum_univ_two]
    ring
  have h0 : ∀ x, modelOp x 0 = x 0 / 2 - x 1 / 4 := fun _ => rfl
  have h1 : ∀ x, modelOp x 1 = 9 / 8 * x 1 - x 0 / 4 := fun _ => rfl
  refine ⟨fun x y => ?_, fun x => ?_, ?_, ?_, ?_, ?_⟩
  · rw [hin, hin, h0, h1, h0, h1]
    ring
  · rw [hin, h0, h1]
    nlinarith [sq_nonneg (x 0 - x 1 / 2), sq_nonneg (x 1)]
  · ext i
    fin_cases i <;> simp [modelOp] <;> norm_num
  · rw [hin]
    simp
  · rw [hin, h0, h1]
    simp
  · rw [polarizability, hin]
    simp
    norm_num

/-- Overlap of the hydrogen functions `f(r) z ψ₀` and `g(r) z ψ₀` after angular integration,
with `ψ₀ = e^{-r}/√π` in atomic units. -/
def radialInner (f g : ℝ → ℝ) : ℝ :=
  4 / 3 * ∫ r in Set.Ioi (0 : ℝ), r ^ 4 * Real.exp (-(2 * r)) * (f r * g r)

/-- The radial form `-f''/2 + (1 - 2/r) f' + f/r` of `H - E₀` on functions `f(r) z ψ₀`. -/
def radialOp (f : ℝ → ℝ) (r : ℝ) : ℝ :=
  -(1 / 2) * deriv (deriv f) r + (1 - 2 / r) * deriv f r + f r / r

/-- The radial factor `1 + r/2` of the first-order response of hydrogen. -/
def hydrogenResponse (r : ℝ) : ℝ := 1 + r / 2

/-- The radial moments `∫ rⁿ e^{-2r} dr` over the half-line converge and equal `n!/2ⁿ⁺¹`. -/
theorem radial_moment (n : ℕ) :
    IntegrableOn (fun r : ℝ => r ^ n * Real.exp (-(2 * r))) (Set.Ioi 0) ∧
      ∫ r in Set.Ioi (0 : ℝ), r ^ n * Real.exp (-(2 * r)) = (n.factorial : ℝ) / 2 ^ (n + 1) := by
  have h := Real.integral_rpow_mul_exp_neg_mul_Ioi (a := (n : ℝ) + 1) (r := 2)
    (by positivity) (by norm_num)
  rw [Real.rpow_add (by norm_num : (0 : ℝ) < 1 / 2), Real.rpow_one,
    Real.Gamma_nat_eq_factorial] at h
  simp only [add_sub_cancel_right, Real.rpow_natCast] at h
  constructor
  · by_contra hni
    rw [integral_undef hni] at h
    have hp : (0 : ℝ) < (1 / 2) ^ n * (1 / 2) * (n.factorial : ℝ) := by positivity
    linarith
  · rw [h, pow_succ, one_div, inv_pow]
    field_simp

/-- Hydrogen: the trial factor `1` has overlap `1` with the source `1` and radial form `1/2`;
the factor `1 + r/2` solves the response equation for `r > 0`, and twice its overlap with the
source is `9/2`. -/
theorem hydrogen_values :
    radialInner (fun _ => 1) (fun _ => 1) = 1 ∧
      radialInner (fun _ => 1) (radialOp fun _ => 1) = 1 / 2 ∧
      (∀ r, 0 < r → radialOp hydrogenResponse r = 1) ∧
      2 * radialInner hydrogenResponse (fun _ => 1) = 9 / 2 := by
  obtain ⟨-, m3⟩ := radial_moment 3
  obtain ⟨i4, m4⟩ := radial_moment 4
  obtain ⟨i5, m5⟩ := radial_moment 5
  refine ⟨?_, ?_, fun r hr => ?_, ?_⟩
  · simp only [radialInner, mul_one, m4]
    norm_num [Nat.factorial]
  · have hd : deriv (fun _ : ℝ => (1 : ℝ)) = fun _ => 0 := by ext; simp
    have hop : ∀ r, radialOp (fun _ => 1) r = 1 / r := by
      intro r
      unfold radialOp
      rw [hd]
      simp
    have h : radialInner (fun _ => 1) (radialOp fun _ => 1)
        = 4 / 3 * ∫ r in Set.Ioi (0 : ℝ), r ^ 3 * Real.exp (-(2 * r)) := by
      unfold radialInner
      congr 1
      refine setIntegral_congr_fun measurableSet_Ioi (fun r hr => ?_)
      have hne : r ≠ 0 := (Set.mem_Ioi.mp hr).ne'
      simp only [hop]
      field_simp
    rw [h, m3]
    norm_num [Nat.factorial]
  · have hd : deriv hydrogenResponse = fun _ => 1 / 2 := by
      ext s
      have hs : HasDerivAt hydrogenResponse (1 / 2) s :=
        ((hasDerivAt_id' s).div_const 2).const_add 1
      exact hs.deriv
    have hne := hr.ne'
    unfold radialOp
    rw [hd]
    simp only [deriv_const, hydrogenResponse]
    field_simp
    ring
  · have h : radialInner hydrogenResponse (fun _ => 1) = 4 / 3 * ∫ r in Set.Ioi (0 : ℝ),
        (r ^ 4 * Real.exp (-(2 * r)) + 1 / 2 * (r ^ 5 * Real.exp (-(2 * r)))) := by
      unfold radialInner
      congr 1
      refine setIntegral_congr_fun measurableSet_Ioi (fun r _ => ?_)
      simp only [hydrogenResponse]
      ring
    rw [h, integral_add i4 (Integrable.const_mul i5 (1 / 2)), integral_const_mul, m4, m5]
    norm_num [Nat.factorial]

end

end HylleraasKirkwood
```

```lean
#print axioms HylleraasKirkwood.polarizability_unique
-- 'HylleraasKirkwood.polarizability_unique' depends on axioms: [propext, Classical.choice, Quot.sound]
#print axioms HylleraasKirkwood.kirkwood_bound
-- 'HylleraasKirkwood.kirkwood_bound' depends on axioms: [propext, Classical.choice, Quot.sound]
#print axioms HylleraasKirkwood.four_le_polarizability
-- 'HylleraasKirkwood.four_le_polarizability' depends on axioms: [propext, Classical.choice, Quot.sound]
#print axioms HylleraasKirkwood.hydrogen_values
-- 'HylleraasKirkwood.hydrogen_values' depends on axioms: [propext, Classical.choice, Quot.sound]
```

## Notes on the proof

`hylleraas_gap` is the gap identity. Its step `hs` is the symmetry relation $\langle\varphi,M\chi\rangle=\langle\chi,M\varphi\rangle$. After `subst hφ` has replaced $v$ by $M\varphi$, `simp only` expands the form into its four terms and `ring` collects them. Positivity is not among the hypotheses.

`form_eq_zero_iff` follows the discriminant argument. The inequality `hq` inside it is positivity applied to `x + t • y`, arranged as $at^2+bt+0$ so that `discrim_le_zero` applies. That lemma needs no condition on $a$, so the case $\langle y,My\rangle=0$ is included. It yields $\langle y,Mx\rangle^2\le0$, hence `horth`, and `horth (M x)` is the choice $y=Mx$.

`hylleraas_bound` combines the two: the inequality is the gap identity with `hpos (χ - φ)`, and the equality case becomes the vanishing of the form at $\chi-\varphi$. `polarizability_unique` is the chain of equalities for two solutions and uses symmetry alone.

`optimal_scaling` uses neither symmetry nor positivity of `M`, only $q>0$. The step `hJ` is $J(c\chi)=2cp-c^2q$. After `le_div_iff₀ hq` clears the denominator, the hint given to `nlinarith` is the square $(p-cq)^2$. The second part substitutes $c_*$ and clears fractions.

`kirkwood_bound` applies `hylleraas_bound` to $c_*\chi$, which gives the inequality `hb` and the equivalence `hb'`. The forward direction of the equality case supplies $c_*$ as the required multiple. The backward direction is the chain $\alpha=2J(c\chi)\le K\le\alpha$, from `h1`, `h2`, `heq` and `hb`. `four_le_polarizability` inserts $p=1$ and $q=\tfrac12$.

In `kirkwood_bound_witness`, positivity of `modelOp` rests on $\langle x,Mx\rangle=\tfrac12(x_0-\tfrac12x_1)^2+x_1^2$, whose two squares are the hints to `nlinarith`. The other statements are arithmetic on components.

`radial_moment` specialises the Gamma integral `Real.integral_rpow_mul_exp_neg_mul_Ioi` to the parameter $n+1$ and decay rate $2$, with $\Gamma(n+1)=n!$. Convergence comes by contradiction: Lean assigns the value $0$ to the integral of a non-integrable function, whereas this integral equals a positive number.

`hydrogen_values` reduces each overlap to moments. The first is $I_4$ directly. For the second, `hop` is $L1=1/r$, and `setIntegral_congr_fun` rewrites $r^4\cdot r^{-1}$ as $r^3$ on $r>0$. For the third, `hd` is the derivative $\tfrac12$ of $1+r/2$, the second derivative vanishes, and `field_simp` with `ring` performs the cancellation of the $1/r$ terms. The fourth splits the integral into $I_4+\tfrac12I_5$ by `integral_add`, which requires the convergence facts `i4` and `i5`.
